# Alloy scattering in a quantum well: infinite-well overlaps and a lower bound for normalized envelopes

## The well, the envelopes and the overlap

An electron moves freely in the plane perpendicular to z and is confined along z to a well 0 ≤ z ≤ L made of a random alloy. The two constituents occupy their sites at random, and the resulting potential fluctuations scatter the electron within its subband or into another. The part of the rate that depends on confinement is the integral

I(f, g) = ∫₀ᴸ f(z)² g(z)² dz,

where f and g are the real envelopes of the initial and final subbands. The aim is to evaluate I for the infinite well, and to find how small I(f, f) can be for a continuous envelope normalized on [0, L].

```lean
import Mathlib

open Real

namespace AlloyScatteringWell

noncomputable section
```

The infinite-well envelope of subband n is

χₙ(z) = √(2/L) sin(nπz/L).

```lean
/-- The infinite-well envelope `√(2/L) sin(nπz/L)` of subband `n`, for a well of width `L > 0`. -/
def chi (L : ℝ) (n : ℕ) (z : ℝ) : ℝ := Real.sqrt (2 / L) * Real.sin (n * π * z / L)
```

In `chi L n z` the index `n` is a natural number, which in Lean may be zero. Since χ₀ vanishes identically, the theorems about subbands assume `1 ≤ n`. The formula also gives values outside the well, but only integrals over [0, L] are used.

The integral I(f, g) is called `overlap`. The name differs from common use: the integrand is the product of the squared envelopes, not of the envelopes themselves. In particular, `overlap L f f` is the fourth-power integral ∫₀ᴸ f⁴ dz.

```lean
/-- The overlap of the squares of two real envelopes across the well `[0, L]`. -/
def overlap (L : ℝ) (f g : ℝ → ℝ) : ℝ := ∫ z in (0 : ℝ)..L, f z ^ 2 * g z ^ 2
```

## The golden-rule rate

Let x be the composition, Ω the volume per alloy site, and U the difference between the short-range potentials of the two constituents. Independent site occupation has variance x(1 − x). Treat the potential difference at each site as a contact potential of strength UΩ. Let M be the matrix element of the fluctuation about the average potential, between states with envelopes f and g and plane waves in an area A. Its averaged square is

⟨|M|²⟩ = (1/A²) Σᵢ x(1 − x) U² Ω² f(zᵢ)² g(zᵢ)²
  = (1/A) Ω x(1 − x) U² I(f, g),

where zᵢ is the position of site i along z, and the sum over sites has become an integral with one site per volume Ω. A parabolic subband of effective mass `mass` has A · mass/(2πħ²) final states per unit energy and spin. The area cancels, and the rate is

W(f, g) = (2π/ħ) · Ω x(1 − x) U² I(f, g) · mass/(2πħ²)
  = mass Ω x(1 − x) U² I(f, g)/ħ³.

```lean
/-- The golden-rule alloy scattering rate from envelope `f` into a parabolic subband with envelope
`g`: `2π/ħ`, times the averaged squared matrix element multiplied by the area, times the
two-dimensional density of states per unit area and spin. Here `Ω` is the volume per alloy site, `x`
the composition and `U` the alloy potential; the physical domain is positive `hbar`, `mass`, `Ω` and
`L`, with `0 ≤ x ≤ 1`. -/
def alloyRate (hbar mass Ω x U L : ℝ) (f g : ℝ → ℝ) : ℝ :=
  2 * π / hbar * (Ω * (x * (1 - x)) * U ^ 2 * overlap L f g) * (mass / (2 * π * hbar ^ 2))
```

Lean's real numbers carry no units, so consistent units are left to the reader. For an intersubband rate, the final subband must be energetically accessible.

The step from a real alloy to `alloyRate` is a definition: first-order perturbation theory and the average over uncorrelated sites are assumed, not derived in Lean.

## Cosines with whole periods

For an integer k ≠ 0, put c = 2πk/L. Then

∫₀ᴸ cos(cz) dz = sin(cL)/c = sin(2πk)/c = 0.

For k = 0 the integrand is 1 and the integral is L.

```lean
/-- Over a well of width `L > 0`, the cosine with `k` full periods integrates to zero,
unless `k = 0`, when the integral is `L`. -/
theorem integral_cos_mode {L : ℝ} (hL : 0 < L) (k : ℤ) :
    ∫ z in (0 : ℝ)..L, Real.cos (2 * (k : ℝ) * π / L * z) = if k = 0 then L else 0 := by
  by_cases hk : k = 0
  · subst hk
    simp
  · have hk' : (k : ℝ) ≠ 0 := Int.cast_ne_zero.mpr hk
    have hc : 2 * (k : ℝ) * π / L ≠ 0 :=
      div_ne_zero (mul_ne_zero (mul_ne_zero two_ne_zero hk') Real.pi_ne_zero) hL.ne'
    have e : 2 * (k : ℝ) * π / L * L = ((2 * k : ℤ) : ℝ) * π := by
      rw [div_mul_cancel₀ _ hL.ne']
      push_cast
      ring
    rw [if_neg hk, intervalIntegral.integral_comp_mul_left Real.cos hc, integral_cos, e,
      Real.sin_int_mul_pi]
    simp
```

The proof splits on `k = 0`. In the other case, `integral_comp_mul_left` rescales the variable, `integral_cos` supplies the sine, and `e` identifies its argument as an integer multiple of π.

## The density of one subband

From sin²a = (1 − cos 2a)/2,

χₙ(z)² = (2/L) sin²(nπz/L) = (1/L)[1 − cos(2πnz/L)].

```lean
/-- For `L > 0` and any natural number `n`, the square of `chi L n` is `1/L` times one minus a
cosine with `n` periods across the well. For `n ≥ 1` this is the probability density of subband `n`;
for `n = 0` it is zero. -/
theorem chi_sq {L : ℝ} (hL : 0 < L) (n : ℕ) (z : ℝ) :
    chi L n z ^ 2 = 1 / L * (1 - Real.cos (2 * ((n : ℤ) : ℝ) * π / L * z)) := by
  have e : 2 * ((n : ℤ) : ℝ) * π / L * z = 2 * (n * π * z / L) := by
    push_cast
    ring
  unfold chi
  rw [mul_pow, Real.sq_sqrt (by positivity), Real.sin_sq_eq_half_sub, e]
  ring
```

Lean writes the index as `((n : ℤ) : ℝ)`, an integer regarded as a real number. This matches the cosine theorem, which must also accept the possibly negative difference n − m.

For n ≥ 1 the cosine integrates to zero, so

∫₀ᴸ χₙ² dz = (1/L)(L − 0) = 1.

```lean
/-- For `L > 0` and `n ≥ 1` the infinite-well envelope is normalized on `[0, L]`. -/
theorem chi_normalized {L : ℝ} (hL : 0 < L) {n : ℕ} (hn : 1 ≤ n) :
    ∫ z in (0 : ℝ)..L, chi L n z ^ 2 = 1 := by
  simp_rw [chi_sq hL n]
  rw [intervalIntegral.integral_const_mul, intervalIntegral.integral_sub]
  · rw [integral_cos_mode hL n, if_neg (by omega), intervalIntegral.integral_const]
    simp only [sub_zero, smul_eq_mul, mul_one]
    exact one_div_mul_cancel hL.ne'
  all_goals exact Continuous.intervalIntegrable (by fun_prop) _ _
```

The integral is split by linearity and the cosine theorem is applied with k = n. The last line supplies integrability from continuity.

## Overlaps within and between subbands

Let n, m ≥ 1 and θ = 2πz/L. Multiplying the two densities gives

χₙ²χₘ² = (1/L²)(1 − cos nθ)(1 − cos mθ)
  = (1/L²)[1 − cos nθ − cos mθ + ½ cos((n + m)θ) + ½ cos((n − m)θ)].

The cosines with indices n, m and n + m integrate to zero. The one with index n − m survives only if n = m. Hence

I(χₙ, χₙ) = (1/L²)(L + L/2) = 3/(2L),

I(χₙ, χₘ) = (1/L²) L = 1/L for n ≠ m.

```lean
/-- For `L > 0` and `n, m ≥ 1`, the overlap of the squared infinite-well envelopes is `3/(2L)`
within one subband and `1/L` between different subbands. -/
theorem overlap_chi {L : ℝ} (hL : 0 < L) {n m : ℕ} (hn : 1 ≤ n) (hm : 1 ≤ m) :
    overlap L (chi L n) (chi L m) = if n = m then 3 / (2 * L) else 1 / L := by
  -- expand the product of densities into cosines of index n, m, n + m and n - m
  have key : ∀ z : ℝ, chi L n z ^ 2 * chi L m z ^ 2 = 1 / L ^ 2 *
      (1 - Real.cos (2 * ((n : ℤ) : ℝ) * π / L * z) - Real.cos (2 * ((m : ℤ) : ℝ) * π / L * z)
        + 1 / 2 * (Real.cos (2 * ((n + m : ℤ) : ℝ) * π / L * z)
          + Real.cos (2 * ((n - m : ℤ) : ℝ) * π / L * z))) := by
    intro z
    have e1 : 2 * ((n + m : ℤ) : ℝ) * π / L * z
        = 2 * ((n : ℤ) : ℝ) * π / L * z + 2 * ((m : ℤ) : ℝ) * π / L * z := by
      push_cast
      ring
    have e2 : 2 * ((n - m : ℤ) : ℝ) * π / L * z
        = 2 * ((n : ℤ) : ℝ) * π / L * z - 2 * ((m : ℤ) : ℝ) * π / L * z := by
      push_cast
      ring
    rw [chi_sq hL, chi_sq hL, e1, e2, Real.cos_add, Real.cos_sub]
    ring
  unfold overlap
  simp_rw [key]
  rw [intervalIntegral.integral_const_mul, intervalIntegral.integral_add,
    intervalIntegral.integral_sub, intervalIntegral.integral_sub,
    intervalIntegral.integral_const_mul, intervalIntegral.integral_add]
  · -- only the difference term can survive, and only for n = m
    rw [integral_cos_mode hL n, integral_cos_mode hL m, integral_cos_mode hL (n + m),
      integral_cos_mode hL (n - m), intervalIntegral.integral_const,
      if_neg (by omega : ¬ (n : ℤ) = 0), if_neg (by omega : ¬ (m : ℤ) = 0),
      if_neg (by omega : ¬ (n + m : ℤ) = 0)]
    simp only [smul_eq_mul]
    by_cases h : n = m
    · rw [if_pos (by omega : (n - m : ℤ) = 0), if_pos h, div_mul_eq_mul_div,
        div_eq_div_iff (by positivity) (by positivity)]
      ring
    · rw [if_neg (by omega : ¬ (n - m : ℤ) = 0), if_neg h, div_mul_eq_mul_div,
        div_eq_div_iff (by positivity) (by positivity)]
      ring
  all_goals exact Continuous.intervalIntegrable (by fun_prop) _ _
```

The statement covers both cases with an `if`. Inside the proof, `key` is the expansion above, obtained from the addition formulas for the cosine. Linearity reduces the integral to the constant and four cosine integrals, and `omega` decides which integer indices vanish.

For a flat-bottomed well with hard walls and uncorrelated short-range alloy disorder throughout, these values are the confinement factors for alloy scattering in a subband transport simulation. With equal material parameters and an accessible final subband, the intrasubband rate is 3/2 times the rate into any one other subband.

## The excess over 1/L as a mean-square deviation

Now let f be any real envelope, continuous on [0, L], with ∫₀ᴸ f² dz = 1. It need not solve a Schrödinger equation or vanish at the walls. Compare its density with the uniform density 1/L:

∫₀ᴸ (f² − 1/L)² dz = ∫₀ᴸ f⁴ dz − (2/L) ∫₀ᴸ f² dz + (1/L²) L
  = ∫₀ᴸ f⁴ dz − 2/L + 1/L
  = I(f, f) − 1/L.

```lean
/-- For a continuous normalized envelope on `[0, L]`, `L > 0`, the excess of the fourth-power
integral over `1/L` is the integrated squared deviation of the density from uniformity. -/
theorem integral_deviation_sq {L : ℝ} (hL : 0 < L) {f : ℝ → ℝ}
    (hf : ContinuousOn f (Set.Icc 0 L)) (hn : ∫ z in (0 : ℝ)..L, f z ^ 2 = 1) :
    ∫ z in (0 : ℝ)..L, (f z ^ 2 - 1 / L) ^ 2 = overlap L f f - 1 / L := by
  have key : ∀ z : ℝ, (f z ^ 2 - 1 / L) ^ 2
      = f z ^ 2 * f z ^ 2 - 2 / L * f z ^ 2 + 1 / L ^ 2 := by
    intro z
    ring
  unfold overlap
  simp_rw [key]
  rw [intervalIntegral.integral_add, intervalIntegral.integral_sub,
    intervalIntegral.integral_const_mul, hn, intervalIntegral.integral_const]
  · have e : L * (1 / L ^ 2) = 1 / L := by
      rw [mul_one_div, div_eq_div_iff (by positivity) (by positivity)]
      ring
    rw [smul_eq_mul, sub_zero, e]
    ring
  all_goals exact ContinuousOn.intervalIntegrable_of_Icc hL.le (by fun_prop)
```

Continuity is the hypothesis `hf`, stated with `ContinuousOn` on the closed interval `Set.Icc 0 L`, so the behaviour of f elsewhere is irrelevant. Normalization is `hn`. The proof expands the square in `key`, integrates term by term and inserts `hn`.

The left-hand side is the integral of a square and cannot be negative. Therefore

I(f, f) ≥ 1/L.

```lean
/-- Any continuous real envelope normalized on `[0, L]`, `L > 0`, has fourth-power integral at
least `1/L`. -/
theorem overlap_self_ge {L : ℝ} (hL : 0 < L) {f : ℝ → ℝ}
    (hf : ContinuousOn f (Set.Icc 0 L)) (hn : ∫ z in (0 : ℝ)..L, f z ^ 2 = 1) :
    1 / L ≤ overlap L f f := by
  have h : 0 ≤ ∫ z in (0 : ℝ)..L, (f z ^ 2 - 1 / L) ^ 2 :=
    intervalIntegral.integral_nonneg hL.le (fun z _ => sq_nonneg _)
  rw [integral_deviation_sq hL hf hn] at h
  linarith
```

Here `integral_nonneg` gives the sign, and the preceding identity turns it into the bound.

## When the bound is attained

If I(f, f) = 1/L, the integrated squared deviation is zero. Suppose that f(z₀)² ≠ 1/L at some z₀ in the well. By continuity the squared deviation is then positive on a whole neighbourhood of z₀ within [0, L], which makes its integral positive, a contradiction. Conversely, if f² = 1/L throughout the well, the integrand vanishes and I(f, f) = 1/L.

```lean
/-- For a continuous real envelope normalized on `[0, L]`, `L > 0`, the fourth-power integral
equals `1/L` exactly when the probability density is uniform across the well. -/
theorem overlap_self_eq_iff {L : ℝ} (hL : 0 < L) {f : ℝ → ℝ}
    (hf : ContinuousOn f (Set.Icc 0 L)) (hn : ∫ z in (0 : ℝ)..L, f z ^ 2 = 1) :
    overlap L f f = 1 / L ↔ ∀ z ∈ Set.Icc 0 L, f z ^ 2 = 1 / L := by
  have hd := integral_deviation_sq hL hf hn
  constructor
  · intro h z hz
    by_contra hne
    -- a deviation at one point would make the integral positive, by continuity
    have hpos : 0 < ∫ z in (0 : ℝ)..L, (f z ^ 2 - 1 / L) ^ 2 :=
      intervalIntegral.integral_pos hL (by fun_prop) (fun y _ => sq_nonneg _)
        ⟨z, hz, pow_pos_of_ne hne⟩
    linarith
  · intro h
    have h0 : ∫ z in (0 : ℝ)..L, (f z ^ 2 - 1 / L) ^ 2 = ∫ _z in (0 : ℝ)..L, (0 : ℝ) := by
      apply intervalIntegral.integral_congr
      intro z hz
      rw [Set.uIcc_of_le hL.le] at hz
      show (f z ^ 2 - 1 / L) ^ 2 = 0
      rw [h z hz]
      ring
    rw [intervalIntegral.integral_zero] at h0
    linarith
where
  pow_pos_of_ne {a b : ℝ} (h : ¬ a = b) : 0 < (a - b) ^ 2 :=
    sq_pos_of_ne_zero (sub_ne_zero.mpr h)
```

The first direction uses `integral_pos`, which needs a continuous nonnegative integrand that is positive at one point. The helper `pow_pos_of_ne` says that the square of a nonzero difference is positive. The second direction replaces the integrand by zero.

An envelope with f(0) = 0 cannot have f(0)² = 1/L, since 1/L > 0. It therefore satisfies the strict inequality

I(f, f) > 1/L.

```lean
/-- A continuous real envelope normalized on `[0, L]`, `L > 0`, that vanishes at the wall `z = 0`
has fourth-power integral strictly above `1/L`. -/
theorem overlap_self_gt_of_wall {L : ℝ} (hL : 0 < L) {f : ℝ → ℝ}
    (hf : ContinuousOn f (Set.Icc 0 L)) (hn : ∫ z in (0 : ℝ)..L, f z ^ 2 = 1)
    (hwall : f 0 = 0) : 1 / L < overlap L f f := by
  refine lt_of_le_of_ne (overlap_self_ge hL hf hn) (fun h => ?_)
  have h0 := (overlap_self_eq_iff hL hf hn).mp h.symm 0 ⟨le_rfl, hL.le⟩
  have hp : 0 < 1 / L := by positivity
  rw [hwall] at h0
  linarith
```

The condition `hwall` concerns only the wall at z = 0. The proof assumes equality, evaluates the uniform density at that wall and reaches 0 = 1/L. The infinite-well envelopes lie above the bound by 1/(2L), whatever their subband index.

## The lower bound on the scattering rate

For 0 ≤ x ≤ 1 and positive ħ, mass and Ω, the material prefactor

K = mass Ω x(1 − x) U²/ħ³

is nonnegative, whatever the sign of U. Multiplying I(f, f) ≥ 1/L by K gives

W(f, f) = K I(f, f) ≥ K/L = mass Ω x(1 − x) U²/(ħ³L).

```lean
/-- For positive `ħ`, mass, site volume and well width, and composition `0 ≤ x ≤ 1`, the
intrasubband alloy scattering rate of any continuous real envelope normalized on `[0, L]` is at
least `m Ω x(1-x) U² / (ħ³ L)`. -/
theorem alloyRate_ge {hbar mass Ω x L : ℝ} (U : ℝ) (hh : 0 < hbar) (hmass : 0 < mass)
    (hΩ : 0 < Ω) (hx0 : 0 ≤ x) (hx1 : x ≤ 1) (hL : 0 < L) {f : ℝ → ℝ}
    (hf : ContinuousOn f (Set.Icc 0 L)) (hn : ∫ z in (0 : ℝ)..L, f z ^ 2 = 1) :
    mass * Ω * (x * (1 - x)) * U ^ 2 / hbar ^ 3 / L ≤ alloyRate hbar mass Ω x U L f f := by
  have hx : 0 ≤ x * (1 - x) := mul_nonneg hx0 (sub_nonneg.mpr hx1)
  have hK : 0 ≤ mass * Ω * (x * (1 - x)) * U ^ 2 / hbar ^ 3 :=
    div_nonneg (mul_nonneg (mul_nonneg (by positivity) hx) (sq_nonneg _)) (by positivity)
  calc mass * Ω * (x * (1 - x)) * U ^ 2 / hbar ^ 3 / L
      = mass * Ω * (x * (1 - x)) * U ^ 2 / hbar ^ 3 * (1 / L) := by ring
    _ ≤ mass * Ω * (x * (1 - x)) * U ^ 2 / hbar ^ 3 * overlap L f f :=
        mul_le_mul_of_nonneg_left (overlap_self_ge hL hf hn) hK
    _ = alloyRate hbar mass Ω x U L f f := by
        unfold alloyRate
        field_simp

end

end AlloyScatteringWell
```

The docstring writes m for the effective mass, which is `mass` in the code. In Lean, `hK` establishes the sign of K. The `calc` chain factors out 1/L, applies the overlap bound, and identifies the result with `alloyRate`. Both envelope arguments are `f`, so the bound concerns intrasubband scattering only. For a pure material, x = 0 or x = 1, both sides are zero.

```lean
#print axioms AlloyScatteringWell.chi_normalized
#print axioms AlloyScatteringWell.overlap_chi
#print axioms AlloyScatteringWell.overlap_self_gt_of_wall
#print axioms AlloyScatteringWell.alloyRate_ge
```

```
'AlloyScatteringWell.chi_normalized' depends on axioms: [propext, Classical.choice, Quot.sound]
'AlloyScatteringWell.overlap_chi' depends on axioms: [propext, Classical.choice, Quot.sound]
'AlloyScatteringWell.overlap_self_gt_of_wall' depends on axioms: [propext, Classical.choice, Quot.sound]
'AlloyScatteringWell.alloyRate_ge' depends on axioms: [propext, Classical.choice, Quot.sound]
```

## Envelopes that leak into the barriers

The model could also have normalized f over the whole z axis, with alloy disorder still confined to [0, L]. This would describe a well with finite barriers made of an ordered material. Let

p = ∫₀ᴸ f² dz

be the probability of finding the electron in the well, so that p ≤ 1. Comparing f² with p/L instead of 1/L gives

0 ≤ ∫₀ᴸ (f² − p/L)² dz = ∫₀ᴸ f⁴ dz − p²/L.

The lower bound on the overlap would then be p²/L, and the bound on the rate would likewise be multiplied by p². This variant is argued here in prose; the Lean theorems treat p = 1.
